# With the linearised propagator 1 + ieH and H symmetric, no later slice amplifies a unit wave less than the first

A wave passes through identical slices, each acting as the linearised propagator T = 1 + ieH, where e is a real thickness parameter and H is a symmetric linear operator defined on a whole complex inner product space. The incident wave u has norm 1, the later waves are not renormalised, and the gain of a slice is the norm after it divided by the norm before it. The theorem `gain_ge_first` says that every slice has at least the gain of the first, in the form ‖Tu‖ ‖Tⁿu‖ ≤ ‖Tⁿ⁺¹u‖ for every natural number n. The attempt first shows by induction that no Tᵏu has norm zero, using the intensity balance ‖Tψ‖² = ‖ψ‖² + e²‖Hψ‖². A second induction then uses the bound ‖Tψ‖² ≤ ‖ψ‖ ‖T²ψ‖ and cancels a positive norm.

In Lean, a first try:

```lean
import Mathlib

open Matrix Filter
open scoped InnerProductSpace ComplexConjugate

namespace GainGeFirst

noncomputable section

variable {E : Type*} [NormedAddCommGroup E] [InnerProductSpace ℂ E]

/-- The linearized propagator `1 + i e H` of one slice of thickness parameter `e`. -/
def eulerSlice (H : E →ₗ[ℂ] E) (e : ℝ) : Module.End ℂ E :=
  1 + (Complex.I * (e : ℂ)) • H

/-- One slice sends the wave `ψ` to `ψ + i e H ψ`. -/
theorem eulerSlice_apply (H : E →ₗ[ℂ] E) (e : ℝ) (ψ : E) :
    eulerSlice H e ψ = ψ + (Complex.I * (e : ℂ)) • H ψ := rfl

/-- Intensity balance of one slice: for symmetric `H`, the squared norm of the wave `ψ`
grows by exactly `e² ‖Hψ‖²`. -/
theorem slice_intensity {H : E →ₗ[ℂ] E} (hH : H.IsSymmetric) (e : ℝ) (ψ : E) :
    ‖eulerSlice H e ψ‖ ^ 2 = ‖ψ‖ ^ 2 + e ^ 2 * ‖H ψ‖ ^ 2 := by
  -- the expectation value of `H` is real, so the cross term vanishes
  have hconj : conj (⟪ψ, H ψ⟫_ℂ) = ⟪ψ, H ψ⟫_ℂ := by
    rw [inner_conj_symm]
    exact hH ψ ψ
  have him : (⟪ψ, H ψ⟫_ℂ).im = 0 := Complex.conj_eq_iff_im.mp hconj
  have hre : RCLike.re (Complex.I * (e : ℂ) * ⟪ψ, H ψ⟫_ℂ) = 0 := by
    change (Complex.I * (e : ℂ) * ⟪ψ, H ψ⟫_ℂ).re = 0
    simp [Complex.mul_re, him]
  have hn : ‖Complex.I * (e : ℂ)‖ ^ 2 = e ^ 2 := by simp
  rw [eulerSlice_apply, norm_add_sq (𝕜 := ℂ), inner_smul_right, norm_smul, hre, mul_pow, hn]
  ring

/-- For symmetric `H`, the norm after one slice is at most the geometric mean of the norms
before it and after two slices. -/
theorem slice_log_convex {H : E →ₗ[ℂ] E} (hH : H.IsSymmetric) (e : ℝ) (ψ : E) :
    ‖eulerSlice H e ψ‖ ^ 2 ≤ ‖ψ‖ * ‖eulerSlice H e (eulerSlice H e ψ)‖ := by
  -- the adjoint of a slice is the slice with the opposite step
  have hadj : ∀ x y : E, ⟪eulerSlice H e x, y⟫_ℂ = ⟪x, eulerSlice H (-e) y⟫_ℂ := by
    intro x y
    have hc : conj (Complex.I * (e : ℂ)) = Complex.I * ((-e : ℝ) : ℂ) := by simp
    rw [eulerSlice_apply, eulerSlice_apply, inner_add_left, inner_add_right,
      inner_smul_left, inner_smul_right, hH x y, hc]
  -- both slices amplify a wave equally
  have hnorm : ∀ x : E, ‖eulerSlice H (-e) x‖ = ‖eulerSlice H e x‖ := by
    intro x
    have h : ‖eulerSlice H (-e) x‖ ^ 2 = ‖eulerSlice H e x‖ ^ 2 := by
      rw [slice_intensity hH, slice_intensity hH, neg_sq]
    exact (sq_eq_sq₀ (norm_nonneg _) (norm_nonneg _)).mp h
  calc ‖eulerSlice H e ψ‖ ^ 2
      = ‖⟪eulerSlice H e ψ, eulerSlice H e ψ⟫_ℂ‖ := by
        rw [inner_self_eq_norm_sq_to_K]; simp
    _ = ‖⟪ψ, eulerSlice H (-e) (eulerSlice H e ψ)⟫_ℂ‖ := by rw [hadj]
    _ ≤ ‖ψ‖ * ‖eulerSlice H (-e) (eulerSlice H e ψ)‖ := norm_inner_le_norm _ _
    _ = ‖ψ‖ * ‖eulerSlice H e (eulerSlice H e ψ)‖ := by rw [hnorm]

/-- For symmetric `H` and a unit incident wave `u`, every slice amplifies the norm at least
as much as the first slice does. -/
theorem gain_ge_first {H : E →ₗ[ℂ] E} (hH : H.IsSymmetric) (e : ℝ) {u : E}
    (hu : ‖u‖ = 1) (n : ℕ) :
    ‖eulerSlice H e u‖ * ‖(eulerSlice H e ^ n) u‖ ≤ ‖(eulerSlice H e ^ (n + 1)) u‖ := by
  have hs : ∀ k : ℕ, (eulerSlice H e ^ (k + 1)) u
      = eulerSlice H e ((eulerSlice H e ^ k) u) := fun k => by
    rw [pow_succ', Module.End.mul_apply]
  -- the wave never dies out
  have hpos : ∀ k : ℕ, 0 < ‖(eulerSlice H e ^ k) u‖ := by
    intro k
    induction k with
    | zero => simp [hu]
    | succ k ih =>
      have h := slice_intensity hH e ((eulerSlice H e ^ k) u)
      rw [hs]
      refine pos_of_ne_zero_of_nonneg ?_ (norm_nonneg _)
      intro h0
      rw [h0] at h
      nlinarith [pow_pos ih 2, mul_nonneg (sq_nonneg e)
        (sq_nonneg ‖H ((eulerSlice H e ^ k) u)‖)]
  induction n with
  | zero => simp [hu]
  | succ n ih =>
    have hc := slice_log_convex hH e ((eulerSlice H e ^ n) u)
    rw [← hs, ← hs] at hc
    refine le_of_mul_le_mul_left ?_ (hpos n)
    nlinarith [mul_le_mul_of_nonneg_right ih (hpos (n + 1)).le]

end

end GainGeFirst
```

The error:

```
Main.lean:75:13: error(lean.unknownIdentifier): Unknown identifier `pos_of_ne_zero_of_nonneg`
Main.lean:76:12: error: No goals to be solved
```

Cause. The first message says that Lean knows nothing called `pos_of_ne_zero_of_nonneg`. The name was meant to supply a lemma giving 0 < a from a ≠ 0 and 0 ≤ a, in the step showing that the wave's norm stays positive. The second message follows from the first: after reporting the unknown name, Lean treats the goal as closed, so `intro h0` finds nothing to work on.

The repair uses `lt_of_le_of_ne`, which gives a < b from a ≤ b and a ≠ b. Its arguments come in that order, so `norm_nonneg _` now stands first and the open `?_` second. With a = 0, what remains to be shown is that 0 ≠ the norm, and `intro h0` therefore assumes 0 = the norm, with zero on the left. To put zero in place of the norm in `h`, the rewrite must run from right to left, hence `← h0`. The intensity balance then equates 0² with a positive square plus a nonnegative term, and the unchanged `nlinarith` call refutes this.

The repair, with which the file compiles:

```diff
@@ -73,7 +73,7 @@
       have h := slice_intensity hH e ((eulerSlice H e ^ k) u)
       rw [hs]
-      refine pos_of_ne_zero_of_nonneg ?_ (norm_nonneg _)
+      refine lt_of_le_of_ne (norm_nonneg _) ?_
       intro h0
-      rw [h0] at h
+      rw [← h0] at h
       nlinarith [pow_pos ih 2, mul_nonneg (sq_nonneg e)
         (sq_nonneg ‖H ((eulerSlice H e ^ k) u)‖)]
```
